# Self-energy $U^2/(4z)$ of the half-filled Hubbard atom and its low-frequency limits for $U \neq 0$

The atom enters through its Green's function, taken as a definition and not derived from a Hamiltonian, and the imaginary frequency $w$ is a continuous variable. For real interaction $U$ and complex frequency $z$ (with $\hbar = 1$),
$$G(z) = \frac{1/2}{z - U/2} + \frac{1/2}{z + U/2}.$$
With the site level at zero energy and chemical potential $U/2$, adding an electron costs $-U/2$ on the empty site and $+U/2$ on the singly occupied one; the weights $1/2$ stand for occupation $1/2$ of the opposite spin. The self-energy is $\Sigma(z) = z - 1/G(z)$, relative to the free propagator $1/z$, so the Hartree shift $U/2$ is already absorbed.

## Closed forms and limits

Let $Z(w) = 1/(1 - \operatorname{Im}\Sigma(iw)/w)$. For every real $U$ and $w > 0$,
$$G(iw) = \frac{-iw}{w^2 + U^2/4}, \quad \Sigma(iw) = \frac{U^2}{4iw}, \quad Z(w) = \frac{w^2}{w^2 + U^2/4}.$$
For $U \ne 0$, as $w \to 0^+$: $G(iw) \to 0$, $\operatorname{Im}\Sigma(iw) \to -\infty$ and $Z(w) \to 0$.

## Impurity solvers and Hubbard-I

For a single paramagnetic orbital at half filling, these forms are reference values for an impurity solver at zero hybridisation and for a routine estimating the quasiparticle weight from the lowest imaginary frequency. The Hubbard-I approximation inserts the atomic $\Sigma$ into $G_\varepsilon(z) = 1/(z - \varepsilon - \Sigma(z))$ at a real band energy $\varepsilon$.

## From two poles to the limits

For $z \neq \pm U/2$ the common denominator gives numerator $\tfrac12(z + U/2) + \tfrac12(z - U/2) = z$, so $G = z/(z^2 - U^2/4)$. If also $z \ne 0$, then $G \neq 0$ and
$$\Sigma = z - \frac{z^2 - U^2/4}{z} = \frac{U^2}{4z}.$$
At $z = iw$, $z^2 - U^2/4 = -(w^2 + U^2/4)$ gives $G(iw)$, and $1/i = -i$ gives $\operatorname{Im}\Sigma = -U^2/(4w)$. Then $1 - \operatorname{Im}\Sigma/w = (w^2 + U^2/4)/w^2$, whose inverse is $Z$.

For $\operatorname{Im} z \neq 0$, $z - \varepsilon - \Sigma = (z^2 - \varepsilon z - U^2/4)/z$. The energies $E_\pm = (\varepsilon \pm \sqrt{\varepsilon^2 + U^2})/2$ have sum $\varepsilon$ and product $-U^2/4$, so
$$G_\varepsilon(z) = \frac{z}{(z - E_+)(z - E_-)},$$
and neither factor vanishes, $E_\pm$ being real. For $U \ne 0$ the denominator equals $-U^2/4 \neq 0$ at $z = 0$, so continuity gives $G_\varepsilon(iw) \to 0$; at $\varepsilon = 0$, $G_0 = 1/(1/G) = G$. The same argument applies to $Z$, and $-(U^2/4)\,w^{-1} \to -\infty$.

For $U \neq 0$ also $\sqrt{\varepsilon^2 + U^2} > |\varepsilon|$, hence $E_- < 0 < E_+$, and $E_+ - E_- = \sqrt{\varepsilon^2 + U^2} \ge |U|$. The weights $a_+ = E_+/(E_+ - E_-)$ and $a_- = -E_-/(E_+ - E_-)$ are positive with $a_+ + a_- = 1$ and $a_+E_- + a_-E_+ = 0$. The numerator of $a_+/(z - E_+) + a_-/(z - E_-)$ is therefore $z$, and this sum equals $G_\varepsilon$.

```lean
import Mathlib

open Complex Filter Topology

namespace HubbardAtom

noncomputable section

/-- Green's function of the half-filled Hubbard atom: two poles at `±U/2`, each of weight `1/2`. -/
def atomG (U : ℝ) (z : ℂ) : ℂ := (1 / 2) / (z - U / 2) + (1 / 2) / (z + U / 2)

/-- Atomic self-energy from the Dyson equation, `Σ(z) = z - 1/G(z)`. -/
def selfEnergy (U : ℝ) (z : ℂ) : ℂ := z - 1 / atomG U z

/-- Imaginary-axis renormalisation factor `1/(1 - Im Σ(iw)/w)`. -/
def zFactor (U w : ℝ) : ℝ := 1 / (1 - (selfEnergy U (I * w)).im / w)

/-- Hubbard-I Green's function at band energy `ε`: `1/(z - ε - Σ(z))` with the atomic `Σ`. -/
def latticeG (U ε : ℝ) (z : ℂ) : ℂ := 1 / (z - ε - selfEnergy U z)

/-- Upper Hubbard-I energy `E₊ = (ε + √(ε² + U²))/2`. -/
def bandUp (U ε : ℝ) : ℝ := (ε + Real.sqrt (ε ^ 2 + U ^ 2)) / 2

/-- Lower Hubbard-I energy `E₋ = (ε - √(ε² + U²))/2`. -/
def bandDown (U ε : ℝ) : ℝ := (ε - Real.sqrt (ε ^ 2 + U ^ 2)) / 2

/-- The weight `E₊/(E₊ - E₋)`. -/
def weightUp (U ε : ℝ) : ℝ := bandUp U ε / (bandUp U ε - bandDown U ε)

/-- The weight `-E₋/(E₊ - E₋)`. -/
def weightDown (U ε : ℝ) : ℝ := -bandDown U ε / (bandUp U ε - bandDown U ε)

/-- Away from its poles the atomic Green's function is `z/(z² - U²/4)`. -/
theorem atomG_eq (U : ℝ) {z : ℂ} (hp : z ≠ U / 2) (hm : z ≠ -(U / 2)) :
    atomG U z = z / (z ^ 2 - U ^ 2 / 4) := by
  have h1 : z - U / 2 ≠ 0 := sub_ne_zero.mpr hp
  have h2 : z + U / 2 ≠ 0 := fun h => hm (by linear_combination h)
  unfold atomG
  rw [div_add_div _ _ h1 h2]
  congr 1 <;> ring

/-- Away from `0` and `±U/2`, `G(z)` is non-zero and `Σ(z) = U²/(4z)`. -/
theorem selfEnergy_eq (U : ℝ) {z : ℂ} (h0 : z ≠ 0) (hp : z ≠ U / 2) (hm : z ≠ -(U / 2)) :
    atomG U z ≠ 0 ∧ selfEnergy U z = U ^ 2 / (4 * z) := by
  have h1 : z - U / 2 ≠ 0 := sub_ne_zero.mpr hp
  have h2 : z + U / 2 ≠ 0 := fun h => hm (by linear_combination h)
  have hd : z ^ 2 - U ^ 2 / 4 = (z - U / 2) * (z + U / 2) := by ring
  constructor
  · rw [atomG_eq U hp hm, hd]
    exact div_ne_zero h0 (mul_ne_zero h1 h2)
  · unfold selfEnergy
    rw [atomG_eq U hp hm, one_div_div]
    field_simp
    ring

/-- A frequency off the real axis differs from `0`, `U/2` and `-U/2`. -/
theorem off_axis (U : ℝ) {z : ℂ} (hz : z.im ≠ 0) :
    z ≠ 0 ∧ z ≠ U / 2 ∧ z ≠ -(U / 2) :=
  ⟨fun h => hz (by rw [h]; simp), fun h => hz (by rw [h]; simp), fun h => hz (by rw [h]; simp)⟩

/-- For `w > 0`: `G(iw) = -i w/(w² + U²/4)`, `Σ(iw) = U²/(4iw)`, `Im Σ(iw) = -U²/(4w)` and
`1/(1 - Im Σ(iw)/w) = w²/(w² + U²/4)`. -/
theorem imaginary_axis (U : ℝ) {w : ℝ} (hw : 0 < w) :
    atomG U (I * w) = ((-(w / (w ^ 2 + U ^ 2 / 4)) : ℝ) : ℂ) * I ∧
    selfEnergy U (I * w) = U ^ 2 / (4 * (I * w)) ∧
    (selfEnergy U (I * w)).im = -(U ^ 2 / (4 * w)) ∧
    zFactor U w = w ^ 2 / (w ^ 2 + U ^ 2 / 4) := by
  have hw0 : w ≠ 0 := hw.ne'
  have hz : (I * (w : ℂ)).im ≠ 0 := by simpa using hw0
  obtain ⟨h0, hp, hm⟩ := off_axis U hz
  have hS := (selfEnergy_eq U h0 hp hm).2
  -- the self-energy is purely imaginary on the imaginary axis
  have hS' : selfEnergy U (I * w) = ((-(U ^ 2 / (4 * w)) : ℝ) : ℂ) * I := by
    have hinv : (w : ℂ) * (w : ℂ)⁻¹ = 1 := mul_inv_cancel₀ (ofReal_ne_zero.mpr hw0)
    rw [hS, div_eq_iff (mul_ne_zero (by norm_num) h0)]
    push_cast
    linear_combination ((U : ℂ) ^ 2 * w * (w : ℂ)⁻¹) * I_sq - (U : ℂ) ^ 2 * hinv
  have him : (selfEnergy U (I * w)).im = -(U ^ 2 / (4 * w)) := by
    rw [hS', mul_im, ofReal_re, ofReal_im, I_im, I_re]
    ring
  refine ⟨?_, hS, him, ?_⟩
  · have hd : (I * (w : ℂ)) ^ 2 - U ^ 2 / 4 = -((w : ℂ) ^ 2 + U ^ 2 / 4) := by
      linear_combination (w : ℂ) ^ 2 * I_sq
    rw [atomG_eq U hp hm, hd, div_neg]
    push_cast
    ring
  · have h : 1 - -(U ^ 2 / (4 * w)) / w = (w ^ 2 + U ^ 2 / 4) / w ^ 2 := by
      field_simp
      ring
    unfold zFactor
    rw [him, h, one_div_div]

/-- Off the real axis `z - ε - Σ(z)` is non-zero, and the Hubbard-I Green's function equals
`z/(z² - εz - U²/4) = z/((z - E₊)(z - E₋))`. -/
theorem latticeG_eq (U ε : ℝ) {z : ℂ} (hz : z.im ≠ 0) :
    z - ε - selfEnergy U z ≠ 0 ∧
    latticeG U ε z = z / (z ^ 2 - ε * z - U ^ 2 / 4) ∧
    latticeG U ε z = z / ((z - bandUp U ε) * (z - bandDown U ε)) := by
  obtain ⟨h0, hp, hm⟩ := off_axis U hz
  -- sum and product of the two roots
  have hs : bandUp U ε + bandDown U ε = ε := by
    unfold bandUp bandDown
    ring
  have hq : bandUp U ε * bandDown U ε = -(U ^ 2 / 4) := by
    have h := Real.sq_sqrt (show 0 ≤ ε ^ 2 + U ^ 2 by positivity)
    unfold bandUp bandDown
    linear_combination (-1 / 4) * h
  have hs' : (bandUp U ε : ℂ) + bandDown U ε = ε := by exact_mod_cast hs
  have hq' : (bandUp U ε : ℂ) * bandDown U ε = -(U ^ 2 / 4) := by exact_mod_cast hq
  have hfac : z ^ 2 - ε * z - U ^ 2 / 4 = (z - bandUp U ε) * (z - bandDown U ε) := by
    linear_combination z * hs' - hq'
  have ha : z - bandUp U ε ≠ 0 := fun h => hz (by simpa using congrArg Complex.im h)
  have hb : z - bandDown U ε ≠ 0 := fun h => hz (by simpa using congrArg Complex.im h)
  have hden : z - ε - selfEnergy U z = (z ^ 2 - ε * z - U ^ 2 / 4) / z := by
    rw [(selfEnergy_eq U h0 hp hm).2]
    field_simp
  have hG : latticeG U ε z = z / (z ^ 2 - ε * z - U ^ 2 / 4) := by
    unfold latticeG
    rw [hden, one_div_div]
  refine ⟨?_, hG, by rw [hG, hfac]⟩
  rw [hden, hfac]
  exact div_ne_zero (mul_ne_zero ha hb) h0

/-- For `U ≠ 0` and every band energy `ε`, the Hubbard-I Green's function at `iw` tends to `0`
as `w → 0⁺`. -/
theorem latticeG_tendsto_zero {U : ℝ} (hU : U ≠ 0) (ε : ℝ) :
    Tendsto (fun w : ℝ => latticeG U ε (I * w)) (𝓝[>] 0) (𝓝 0) := by
  have hd : (0 : ℂ) ^ 2 - ε * 0 - U ^ 2 / 4 ≠ 0 := by simp [hU]
  have hc : ContinuousAt (fun z : ℂ => z / (z ^ 2 - ε * z - U ^ 2 / 4)) 0 := by
    fun_prop (disch := first | exact hd | norm_num)
  have h0 : Tendsto (fun z : ℂ => z / (z ^ 2 - ε * z - U ^ 2 / 4)) (𝓝 0) (𝓝 0) := by
    simpa using hc.tendsto
  have hcont : Continuous (fun w : ℝ => I * (w : ℂ)) := by fun_prop
  have hI : Tendsto (fun w : ℝ => I * (w : ℂ)) (𝓝[>] 0) (𝓝 0) :=
    (hcont.tendsto' 0 0 (by simp)).mono_left nhdsWithin_le_nhds
  refine (h0.comp hI).congr' ?_
  filter_upwards [self_mem_nhdsWithin] with w hw
  have hw' : 0 < w := hw
  exact (latticeG_eq U ε (z := I * w) (by simpa using hw'.ne')).2.1.symm

/-- For `U ≠ 0`, as `w → 0⁺`: `G(iw) → 0`, `Im Σ(iw) → -∞` and `1/(1 - Im Σ(iw)/w) → 0`. -/
theorem low_frequency_limits {U : ℝ} (hU : U ≠ 0) :
    Tendsto (fun w : ℝ => atomG U (I * w)) (𝓝[>] 0) (𝓝 0) ∧
    Tendsto (fun w : ℝ => (selfEnergy U (I * w)).im) (𝓝[>] 0) atBot ∧
    Tendsto (zFactor U) (𝓝[>] 0) (𝓝 0) := by
  have hpos : 0 < U ^ 2 / 4 := by positivity
  refine ⟨?_, ?_, ?_⟩
  · -- the atom is the Hubbard-I lattice at `ε = 0`
    refine (latticeG_tendsto_zero hU 0).congr fun w => ?_
    simp [latticeG, selfEnergy]
  · have h : Tendsto (fun w : ℝ => U ^ 2 / 4 * w⁻¹) (𝓝[>] 0) atTop :=
      Tendsto.const_mul_atTop hpos tendsto_inv_nhdsGT_zero
    refine (tendsto_neg_atTop_atBot.comp h).congr' ?_
    filter_upwards [self_mem_nhdsWithin] with w hw
    have hw' : 0 < w := hw
    rw [(imaginary_axis U hw').2.2.1]
    show -(U ^ 2 / 4 * w⁻¹) = _
    ring
  · have hd : (0 : ℝ) ^ 2 + U ^ 2 / 4 ≠ 0 := by positivity
    have hc : ContinuousAt (fun w : ℝ => w ^ 2 / (w ^ 2 + U ^ 2 / 4)) 0 := by
      fun_prop (disch := first | exact hd | norm_num)
    have h0 : Tendsto (fun w : ℝ => w ^ 2 / (w ^ 2 + U ^ 2 / 4)) (𝓝 0) (𝓝 0) := by
      simpa using hc.tendsto
    refine (h0.mono_left nhdsWithin_le_nhds).congr' ?_
    filter_upwards [self_mem_nhdsWithin] with w hw
    exact (imaginary_axis U hw).2.2.2.symm

/-- The factor `1/(1 - Im Σ(iw)/w)` tends to `0` as `w → 0⁺` if and only if `U ≠ 0`. -/
theorem zFactor_tendsto_zero_iff (U : ℝ) :
    Tendsto (zFactor U) (𝓝[>] 0) (𝓝 0) ↔ U ≠ 0 := by
  refine ⟨fun h hU => ?_, fun hU => (low_frequency_limits hU).2.2⟩
  subst hU
  -- without interaction the factor is identically one
  have h1 : Tendsto (zFactor 0) (𝓝[>] 0) (𝓝 1) := by
    refine tendsto_const_nhds.congr' ?_
    filter_upwards [self_mem_nhdsWithin] with w hw
    have hw' : 0 < w := hw
    have h2 : w ^ 2 + 0 ^ 2 / 4 = w ^ 2 := by ring
    rw [(imaginary_axis 0 hw').2.2.2, h2, div_self (pow_ne_zero 2 hw'.ne')]
  exact one_ne_zero (tendsto_nhds_unique h1 h)

/-- For `U ≠ 0`: `E₋ < 0 < E₊`, the splitting `E₊ - E₋` is at least `|U|`, and the two weights
are positive and sum to one. -/
theorem hubbard_bands {U : ℝ} (hU : U ≠ 0) (ε : ℝ) :
    bandDown U ε < 0 ∧ 0 < bandUp U ε ∧ |U| ≤ bandUp U ε - bandDown U ε ∧
    0 < weightUp U ε ∧ 0 < weightDown U ε ∧ weightUp U ε + weightDown U ε = 1 := by
  have hU2 : 0 < U ^ 2 := by positivity
  have h1 : ε < Real.sqrt (ε ^ 2 + U ^ 2) := Real.lt_sqrt_of_sq_lt (by linarith)
  have h2 : -ε < Real.sqrt (ε ^ 2 + U ^ 2) := Real.lt_sqrt_of_sq_lt (by nlinarith)
  have h3 : |U| ≤ Real.sqrt (ε ^ 2 + U ^ 2) := Real.abs_le_sqrt (by nlinarith [sq_nonneg ε])
  have hb : bandDown U ε < 0 := by unfold bandDown; linarith
  have ha : 0 < bandUp U ε := by unfold bandUp; linarith
  have hab : 0 < bandUp U ε - bandDown U ε := by linarith
  refine ⟨hb, ha, by unfold bandUp bandDown; linarith, div_pos ha hab,
    div_pos (neg_pos.mpr hb) hab, ?_⟩
  unfold weightUp weightDown
  rw [← add_div, ← sub_eq_add_neg, div_self hab.ne']

/-- Lehmann form of the Hubbard-I Green's function for `U ≠ 0` off the real axis: poles at
`E₊` and `E₋` with weights `E₊/(E₊ - E₋)` and `-E₋/(E₊ - E₋)`. -/
theorem latticeG_lehmann {U : ℝ} (hU : U ≠ 0) (ε : ℝ) {z : ℂ} (hz : z.im ≠ 0) :
    latticeG U ε z = weightUp U ε / (z - bandUp U ε) + weightDown U ε / (z - bandDown U ε) := by
  obtain ⟨hb0, ha0, -⟩ := hubbard_bands hU ε
  have ha : z - bandUp U ε ≠ 0 := fun h => hz (by simpa using congrArg Complex.im h)
  have hb : z - bandDown U ε ≠ 0 := fun h => hz (by simpa using congrArg Complex.im h)
  have hab : bandUp U ε - bandDown U ε ≠ 0 := ne_of_gt (by linarith)
  have hab' : (bandUp U ε : ℂ) - bandDown U ε ≠ 0 := by exact_mod_cast hab
  have hinv := mul_inv_cancel₀ hab'
  rw [(latticeG_eq U ε hz).2.2, div_add_div _ _ ha hb]
  -- partial fractions: the numerators agree
  congr 1
  unfold weightUp weightDown
  push_cast
  linear_combination (-z) * hinv

end

end HubbardAtom
```

```lean
#print axioms HubbardAtom.low_frequency_limits
-- 'HubbardAtom.low_frequency_limits' depends on axioms: [propext, Classical.choice, Quot.sound]
#print axioms HubbardAtom.zFactor_tendsto_zero_iff
-- 'HubbardAtom.zFactor_tendsto_zero_iff' depends on axioms: [propext, Classical.choice, Quot.sound]
#print axioms HubbardAtom.latticeG_lehmann
-- 'HubbardAtom.latticeG_lehmann' depends on axioms: [propext, Classical.choice, Quot.sound]
```

## Lean objects and proof steps

`atomG`, `selfEnergy`, `zFactor` and `latticeG` are $G$, $\Sigma$, $Z$ and $G_\varepsilon$; `bandUp`, `bandDown`, `weightUp`, `weightDown` are $E_+$, $E_-$, $a_+$, $a_-$. The point $iw$ is `I * w`, the filter `𝓝[>] 0` is $w \to 0^+$, and `atBot` is $-\infty$. The hypothesis `U ≠ 0` admits attraction as well as repulsion.

`atomG_eq` takes the common denominator by `div_add_div`, and `selfEnergy_eq` clears fractions by `field_simp`. `off_axis` shows that a non-real $z$ avoids $0$ and $\pm U/2$. `imaginary_axis` gives the closed forms, with $i^2 = -1$ entering as `I_sq`. In `latticeG_eq`, `hs` and `hq` are the sum and product of the roots and `hfac` is the factorisation. `latticeG_tendsto_zero` composes continuity at $0$ with $w \mapsto iw$ and transfers the limit by `congr'`, since closed form and definition agree for $w > 0$. `low_frequency_limits` collects the three limits, the first from $\varepsilon = 0$. `hubbard_bands` has the inequalities and `latticeG_lehmann` the partial fractions.

## Reach of the theorems

The results concern one orbital at half filling in exact arithmetic. The limit of $G_\varepsilon$ holds for each fixed $\varepsilon$, with no sum over a band, and $E_+ - E_- \ge |U|$ compares the branches at the same $\varepsilon$, so it does not bound the gap between the top of the lower band and the bottom of the upper one. $Z$ is a ratio at finite $w$, not a derivative of $\Sigma$.

The condition $U \ne 0$ is necessary for $Z \to 0$: `zFactor_tendsto_zero_iff` proves the equivalence by showing $Z = 1$ for all $w > 0$ at $U = 0$. There `imaginary_axis` reads $G(iw) = -i/w$ and $\operatorname{Im}\Sigma = 0$, so the other two limits are lost too. The exclusion of the poles in `selfEnergy_eq` matters because Lean sets $x/0 = 0$: at $U = 2$, $z = 1$ the definitions give $G = 1/4$ and $\Sigma = -3$, against $U^2/(4z) = 1$.

A statement closer to a finite-temperature code would use Matsubara frequencies $w_n = (2n+1)\pi/\beta$, with $n \geq 0$ and inverse temperature $\beta > 0$. The closed forms apply at each $w_n$, but at fixed $\beta$ there is no limit $w \to 0^+$, and $Z(w_0) = \pi^2/(\pi^2 + \beta^2U^2/4)$ stays positive. The limits would become $\beta \to \infty$ at fixed $n$, with the weights $1/2$ held at every temperature. The numerical example and this reformulation are not among the theorems above.
